# Equal transverse eigenvalues of the Christoffel matrix along a rotation axis with angle not a multiple of π

Let $C_{ijkl}$ be the stiffness tensor of a crystal and $m$ a unit vector, the direction in which an elastic plane wave travels. The Christoffel matrix is
$$G(m)_{ik}=\sum_{j,l}C_{ijkl}\,m_j m_l .$$
In linear elasticity with mass density $\rho$, a wave with polarisation $a$ and speed $c_{\rm ph}$ obeys $G(m)a=\rho c_{\rm ph}^2\,a$. The question is when symmetry forces the two transverse waves to have equal speed. The answer below concerns $G(m)$ itself; the wave equation that turns its eigenvalues into speeds is the physical step left to the reader.

```lean
import Mathlib

open Matrix

namespace ShearDegeneracy

noncomputable section
```

Components are Cartesian, and the indices 0, 1, 2 stand for $x,y,z$.

```lean
/-- A rank-4 tensor on three-dimensional space, given by its Cartesian components. -/
abbrev Tensor4 := Fin 3 → Fin 3 → Fin 3 → Fin 3 → ℝ
```

`tensorForm` contracts $C$ with four vectors.

```lean
/-- The number `C_ijkl u_i v_j w_k x_l`. -/
def tensorForm (C : Tensor4) (u v w x : Fin 3 → ℝ) : ℝ :=
  ∑ i, ∑ j, ∑ k, ∑ l, C i j k l * u i * v j * w k * x l
```

Of the two index symmetries of an elastic stiffness, the theorem assumes only the major one. The minor ones return in the counter-example.

```lean
/-- Major symmetry, `C_ijkl = C_klij`. -/
def MajorSymmetric (C : Tensor4) : Prop := ∀ i j k l, C i j k l = C k l i j

/-- Minor symmetries, `C_ijkl = C_jikl = C_ijlk`. -/
def MinorSymmetric (C : Tensor4) : Prop :=
  ∀ i j k l, C i j k l = C j i k l ∧ C i j k l = C i j l k

/-- The Christoffel matrix `G(m)_ik = C_ijkl m_j m_l`. -/
def christoffel (C : Tensor4) (m : Fin 3 → ℝ) : Matrix (Fin 3) (Fin 3) ℝ :=
  Matrix.of fun i k => ∑ j, ∑ l, C i j k l * m j * m l
```

The rotation $R$ about $m$ by the angle $\theta$ is given by Rodrigues' formula, and invariance means that rotating all four arguments leaves the contraction unchanged.

```lean
/-- Rodrigues' formula for the rotation of `v` about the unit vector `m` by the angle `θ`. -/
def rotate (m : Fin 3 → ℝ) (θ : ℝ) (v : Fin 3 → ℝ) : Fin 3 → ℝ :=
  Real.cos θ • v + Real.sin θ • (m ⨯₃ v) + ((1 - Real.cos θ) * (m ⬝ᵥ v)) • m

/-- The tensor `C` is unchanged when all four of its arguments are transformed by `R`. -/
def InvariantUnder (C : Tensor4) (R : (Fin 3 → ℝ) → (Fin 3 → ℝ)) : Prop :=
  ∀ u v w x, tensorForm C (R u) (R v) (R w) (R x) = tensorForm C u v w x
```

Two numbers serve as eigenvalues: $L=m\cdot G(m)m$ and $S=(\operatorname{tr}G(m)-L)/2$. The name `shear` denotes $S$, a mean over the transverse directions, which need not be a shear modulus of the crystal. Both are stiffnesses, not divided by density.

```lean
/-- The longitudinal stiffness `m · G(m) m` for a unit vector `m`. -/
def longitudinal (C : Tensor4) (m : Fin 3 → ℝ) : ℝ := m ⬝ᵥ christoffel C m *ᵥ m

/-- The mean transverse stiffness for a unit vector `m`: half of what the longitudinal
stiffness leaves of the trace of `G(m)`. -/
def shear (C : Tensor4) (m : Fin 3 → ℝ) : ℝ :=
  ((christoffel C m).trace - longitudinal C m) / 2
```

## Major symmetry: an elastic energy exists

The condition $C_{ijkl}=C_{klij}$ holds when stress derives from an energy quadratic in strain. Write $B(u,v)=u\cdot G(m)v$. Exchanging the index pairs gives $G(m)_{ik}=G(m)_{ki}$, so $B(u,v)=B(v,u)$. The lemma proves this by swapping the two sums and applying the hypothesis `hC`. It is used only at the end, to pass from quadratic forms to eigenvectors.

```lean
variable {C : Tensor4} {m : Fin 3 → ℝ} {θ : ℝ}

/-- Major symmetry makes the Christoffel matrix symmetric: `u · G(m) v = v · G(m) u`. -/
theorem christoffel_symm (hC : MajorSymmetric C) (m u v : Fin 3 → ℝ) :
    u ⬝ᵥ christoffel C m *ᵥ v = v ⬝ᵥ christoffel C m *ᵥ u := by
  have hT : (christoffel C m)ᵀ = christoffel C m := by
    ext i k
    simp only [Matrix.transpose_apply, christoffel, Matrix.of_apply]
    refine Finset.sum_comm.trans ?_
    refine Finset.sum_congr rfl fun j _ => Finset.sum_congr rfl fun l _ => ?_
    rw [hC k l i j]
    ring
  rw [Matrix.dotProduct_mulVec, ← Matrix.mulVec_transpose, hT, dotProduct_comm]
```

Without major symmetry the transverse statement can fail, even if the minor symmetries hold. For $m$ along $z$, let $C_{xzyz}=1$ and $C_{yzxz}=-1$, add the components required by minor symmetry, and set the rest to zero. This tensor is invariant under every rotation about $z$, but $G(m)$ sends $\hat x$ to $-\hat y$ and $\hat y$ to $\hat x$. This example is a side calculation, separate from the Lean code.

## Unit length: the formula is a rotation

The hypothesis `hm`, $m\cdot m=1$, makes $m$ a direction. Since $m\times m=0$, Rodrigues' formula gives
$$Rm=\cos\theta\,m+(1-\cos\theta)\,m=m.$$

```lean
/-- A rotation about the unit vector `m` leaves `m` fixed. -/
theorem rotate_axis (hm : m ⬝ᵥ m = 1) (θ : ℝ) : rotate m θ m = m := by
  simp only [rotate, hm, cross_self]
  module
```

For $v\perp m$ put $w=m\times v$. Then $m\times w=(m\cdot v)m-(m\cdot m)v=-v$, and with $c=\cos\theta$, $s=\sin\theta$,
$$Rv=cv+sw,\qquad Rw=cw-sv .$$
The lemma checks the double cross product by components and substitutes it. For an $m$ of another length, `rotate` is in general no rotation, and invariance under it loses its crystallographic meaning.

```lean
/-- For a unit vector `m` and `v` orthogonal to it, the rotation about `m` turns `v` and
`m × v` into each other as in the plane. -/
theorem rotate_transverse (hm : m ⬝ᵥ m = 1) (θ : ℝ) {v : Fin 3 → ℝ} (hv : m ⬝ᵥ v = 0) :
    rotate m θ v = Real.cos θ • v + Real.sin θ • (m ⨯₃ v) ∧
    rotate m θ (m ⨯₃ v) = Real.cos θ • (m ⨯₃ v) - Real.sin θ • v := by
  have hcc : m ⨯₃ (m ⨯₃ v) = (m ⬝ᵥ v) • m - (m ⬝ᵥ m) • v := by
    ext i
    fin_cases i <;> simp [cross_apply, dotProduct, Fin.sum_univ_three] <;> ring
  rw [hm, hv] at hcc
  constructor
  · simp only [rotate, hv]
    module
  · simp only [rotate, hcc, dot_self_cross]
    module
```

## Invariance: the stiffness has the axis

The hypothesis `hR` says that the rotation is a symmetry of the stiffness. Since $B(u,v)$ is $C$ contracted with $u,m,v,m$, and $Rm=m$,
$$B(Ru,Rv)=B(u,v).$$
In the proof, `key` is the first of these facts and `rotate_axis` the second. If the only rotations about $m$ that leave $C$ unchanged are those by multiples of $\pi$, the degeneracy can fail: the tensor `stiffenedXZ` below has both index symmetries and two different transverse eigenvalues along $z$.

```lean
/-- If `C` is invariant under a rotation about the unit vector `m`, so is the bilinear form
of the Christoffel matrix `G(m)`. -/
theorem christoffel_rotate (hm : m ⬝ᵥ m = 1) (hR : InvariantUnder C (rotate m θ))
    (u v : Fin 3 → ℝ) :
    rotate m θ u ⬝ᵥ christoffel C m *ᵥ rotate m θ v = u ⬝ᵥ christoffel C m *ᵥ v := by
  -- the bilinear form of `G(m)` is `C` with `m` in the second and fourth slots
  have key : ∀ a b : Fin 3 → ℝ, a ⬝ᵥ christoffel C m *ᵥ b = tensorForm C a m b m := by
    intro a b
    simp only [dotProduct, Matrix.mulVec, christoffel, Matrix.of_apply, tensorForm,
      Finset.mul_sum, Finset.sum_mul]
    refine Finset.sum_congr rfl fun i _ => Finset.sum_comm.trans ?_
    refine Finset.sum_congr rfl fun j _ => Finset.sum_congr rfl fun k _ =>
      Finset.sum_congr rfl fun l _ => ?_
    ring
  have h := hR u m v m
  rw [rotate_axis hm θ] at h
  rw [key, key, h]
```

## The angle: a half turn is not enough

The angle must not be an integer multiple of $\pi$, which is the same as $s\neq0$. Threefold, fourfold and sixfold axes supply such angles.

First, $m$ decouples from the transverse plane. Let $p=B(m,v)$ and $q=B(m,w)$. Invariance gives
$$(c-1)p+sq=0,\qquad (c-1)q-sp=0 .$$
Multiply the first equation by $c-1$, the second by $s$, and subtract: $[(c-1)^2+s^2]\,p=0$. The bracket is positive, so $p=0$. The `linear_combination` step is this elimination.

```lean
/-- If `C` is invariant under a rotation about the unit vector `m` whose angle has nonzero
sine, then `m · G(m) v = 0` for every `v` orthogonal to `m`. -/
theorem axis_decouples (hm : m ⬝ᵥ m = 1) (hR : InvariantUnder C (rotate m θ))
    (hs : Real.sin θ ≠ 0) {v : Fin 3 → ℝ} (hv : m ⬝ᵥ v = 0) :
    m ⬝ᵥ christoffel C m *ᵥ v = 0 := by
  obtain ⟨r1, r2⟩ := rotate_transverse hm θ hv
  have h1 := christoffel_rotate hm hR m v
  have h2 := christoffel_rotate hm hR m (m ⨯₃ v)
  rw [rotate_axis hm θ, r1] at h1
  rw [rotate_axis hm θ, r2] at h2
  simp only [Matrix.mulVec_add, Matrix.mulVec_sub, Matrix.mulVec_smul, dotProduct_add,
    dotProduct_sub, dotProduct_smul, smul_eq_mul] at h1 h2
  have h : ((Real.cos θ - 1) ^ 2 + Real.sin θ ^ 2) * (m ⬝ᵥ christoffel C m *ᵥ v) = 0 := by
    linear_combination (Real.cos θ - 1) * h1 - Real.sin θ * h2
  exact (mul_eq_zero.mp h).resolve_left (by positivity)
```

Next, $v$ and $w$ are equally stiff. Let $a=B(v,v)$, $b=B(w,w)$ and $d=B(v,w)+B(w,v)$. Invariance of $B(v,v)$ and of $B(v,w)$ gives
$$s^2(b-a)+cs\,d=0,\qquad cs(b-a)-s^2d=0 .$$
Adding $s$ times the first to $c$ times the second leaves $s(b-a)=0$, hence $b=a$. At a half turn $s=0$, and both equations are empty.

If $v$ is a unit vector, then $m,v,w$ are orthonormal and $\operatorname{tr}G(m)=L+a+b$, so $a=S$. For any length of $v$, scaling gives
$$B(v,v)=S\,(v\cdot v).$$
The proof obtains $b=a$ as `hW`, and uses the trace identity `htr` in a form that needs no normalisation of $v$.

```lean
/-- If `C` is invariant under a rotation about the unit vector `m` whose angle has nonzero
sine, then `v · G(m) v` is the mean transverse stiffness times `v · v` for `v` orthogonal
to `m`. -/
theorem transverse_form (hm : m ⬝ᵥ m = 1) (hR : InvariantUnder C (rotate m θ))
    (hs : Real.sin θ ≠ 0) {v : Fin 3 → ℝ} (hv : m ⬝ᵥ v = 0) :
    v ⬝ᵥ christoffel C m *ᵥ v = shear C m * (v ⬝ᵥ v) := by
  obtain ⟨r1, r2⟩ := rotate_transverse hm θ hv
  have h1 := christoffel_rotate hm hR v v
  have h2 := christoffel_rotate hm hR v (m ⨯₃ v)
  rw [r1] at h1
  rw [r1, r2] at h2
  simp only [Matrix.mulVec_add, Matrix.mulVec_sub, Matrix.mulVec_smul, dotProduct_add,
    dotProduct_sub, dotProduct_smul, add_dotProduct, smul_dotProduct, smul_eq_mul] at h1 h2
  -- `v` and `m × v` are equally stiff
  have hW : (m ⨯₃ v) ⬝ᵥ christoffel C m *ᵥ (m ⨯₃ v) = v ⬝ᵥ christoffel C m *ᵥ v := by
    apply mul_left_cancel₀ hs
    linear_combination Real.sin θ * h1 + Real.cos θ * h2 -
      (Real.cos θ * (v ⬝ᵥ christoffel C m *ᵥ (m ⨯₃ v)) +
        Real.sin θ * ((m ⨯₃ v) ⬝ᵥ christoffel C m *ᵥ (m ⨯₃ v))) * Real.sin_sq_add_cos_sq θ
  -- the trace in the frame `m`, `v`, `m × v`
  have htr : ∀ G : Matrix (Fin 3) (Fin 3) ℝ, (m ⨯₃ v) ⬝ᵥ G *ᵥ (m ⨯₃ v) =
      ((m ⬝ᵥ m) * (v ⬝ᵥ v) - (m ⬝ᵥ v) ^ 2) * G.trace - (m ⬝ᵥ m) * (v ⬝ᵥ G *ᵥ v)
        - (v ⬝ᵥ v) * (m ⬝ᵥ G *ᵥ m) + (m ⬝ᵥ v) * (m ⬝ᵥ G *ᵥ v + v ⬝ᵥ G *ᵥ m) := by
    intro G
    have c0 : (m ⨯₃ v) 0 = m 1 * v 2 - m 2 * v 1 := by simp [cross_apply]
    have c1 : (m ⨯₃ v) 1 = m 2 * v 0 - m 0 * v 2 := by simp [cross_apply]
    have c2 : (m ⨯₃ v) 2 = m 0 * v 1 - m 1 * v 0 := by simp [cross_apply]
    simp only [Matrix.trace, Matrix.diag, Matrix.mulVec, dotProduct, Fin.sum_univ_three,
      c0, c1, c2]
    ring
  have h := htr (christoffel C m)
  rw [hm, hv, hW] at h
  simp only [shear, longitudinal]
  linear_combination h / 2
```

## From the four hypotheses to eigenvectors

The theorem states that $G(m)m=Lm$, and that $G(m)v=Sv$ for every $v$ orthogonal to $m$. It allows $L=S$ and assumes no positivity; real wave speeds need nonnegative eigenvalues.

For the axis, let $x=G(m)m-Lm$. Then $m\cdot x=L-L=0$, and
$$x\cdot x=B(x,m)-L\,x\cdot m=B(m,x)=0,$$
so $x=0$.

For $v\perp m$, let $x=G(m)v-Sv$. Decoupling gives $m\cdot x=0$. Apply the quadratic formula to $x+v$, $x$ and $v$, and subtract:
$$B(x,v)+B(v,x)=2S\,x\cdot v .$$
By symmetry $B(x,v)=S\,x\cdot v$, hence $x\cdot x=B(x,v)-S\,x\cdot v=0$. In the code `p1`, `p2` and `p3` are the three quadratic formulas.

```lean
/-- Let `C` have major symmetry and be invariant under a rotation about the unit vector `m`
by an angle that is not an integer multiple of `π`. Then `m` is an eigenvector of `G(m)`, and
all vectors orthogonal to `m` share one eigenvalue. -/
theorem shear_degeneracy (hC : MajorSymmetric C) (hm : m ⬝ᵥ m = 1)
    (hθ : ∀ n : ℤ, (n : ℝ) * Real.pi ≠ θ) (hR : InvariantUnder C (rotate m θ)) :
    christoffel C m *ᵥ m = longitudinal C m • m ∧
    ∀ v, m ⬝ᵥ v = 0 → christoffel C m *ᵥ v = shear C m • v := by
  have hs : Real.sin θ ≠ 0 := fun h => by
    obtain ⟨n, hn⟩ := Real.sin_eq_zero_iff.mp h
    exact hθ n hn
  constructor
  · -- the residual `x` is orthogonal to `m`, hence to itself
    obtain ⟨x, hx⟩ : ∃ x, x = christoffel C m *ᵥ m - longitudinal C m • m := ⟨_, rfl⟩
    have hmx : m ⬝ᵥ x = 0 := by
      rw [hx, dotProduct_sub, dotProduct_smul, hm, smul_eq_mul, mul_one, longitudinal, sub_self]
    have hxx : x ⬝ᵥ x = 0 := by
      calc x ⬝ᵥ x = x ⬝ᵥ (christoffel C m *ᵥ m - longitudinal C m • m) := by rw [← hx]
        _ = 0 := by
          rw [dotProduct_sub, dotProduct_smul, christoffel_symm hC m x m,
            axis_decouples hm hR hs hmx, dotProduct_comm x m, hmx, smul_zero, sub_zero]
    exact sub_eq_zero.mp (hx.symm.trans (dotProduct_self_eq_zero.mp hxx))
  · intro v hv
    obtain ⟨x, hx⟩ : ∃ x, x = christoffel C m *ᵥ v - shear C m • v := ⟨_, rfl⟩
    have hmx : m ⬝ᵥ x = 0 := by
      rw [hx, dotProduct_sub, dotProduct_smul, axis_decouples hm hR hs hv, hv, smul_zero,
        sub_zero]
    -- polarization of the transverse quadratic form
    have p1 := transverse_form hm hR hs hmx
    have p2 := transverse_form hm hR hs hv
    have p3 := transverse_form hm hR hs (v := x + v) (by rw [dotProduct_add, hmx, hv, add_zero])
    simp only [Matrix.mulVec_add, dotProduct_add, add_dotProduct] at p3
    rw [christoffel_symm hC m v x, dotProduct_comm v x] at p3
    have hxx : x ⬝ᵥ x = 0 := by
      calc x ⬝ᵥ x = x ⬝ᵥ (christoffel C m *ᵥ v - shear C m • v) := by rw [← hx]
        _ = 0 := by
          rw [dotProduct_sub, dotProduct_smul, smul_eq_mul]
          linear_combination (p3 - p1 - p2) / 2
    exact sub_eq_zero.mp (hx.symm.trans (dotProduct_self_eq_zero.mp hxx))
```

Within linear, local elasticity, this gives a check on stiffness tensors computed from electronic structure: if the computed tensor has major symmetry, a splitting of the two transverse eigenvalues along such an axis shows that it is not invariant under the rotation.

## A cubic crystal and a half-turn counter-example

Both examples use the $z$ axis.

```lean
/-- The unit vector along z. -/
def zAxis : Fin 3 → ℝ := ![0, 0, 1]

/-- The Kronecker delta. -/
def delta (i j : Fin 3) : ℝ := if i = j then 1 else 0

/-- The stiffness tensor of a cubic crystal in its cube axes, with constants `c11`, `c12`,
`c44`. -/
def cubic (c11 c12 c44 : ℝ) : Tensor4 := fun i j k l =>
  c12 * (delta i j * delta k l) + c44 * (delta i k * delta j l + delta i l * delta j k) +
    (c11 - c12 - 2 * c44) * (delta i j * delta k l * delta i k)

/-- An isotropic tensor stiffened against shear in the xz plane. -/
def stiffenedXZ : Tensor4 := fun i j k l =>
  delta i k * delta j l + delta i l * delta j k +
    (delta i 0 * delta j 2 + delta i 2 * delta j 0) *
      (delta k 0 * delta l 2 + delta k 2 * delta l 0)
```

The next lemma writes the rotation in components, so that both invariance claims reduce to finite sums.

```lean
/-- The rotation about z in Cartesian components. -/
theorem rotate_zAxis (θ : ℝ) (u : Fin 3 → ℝ) :
    rotate zAxis θ u 0 = Real.cos θ * u 0 - Real.sin θ * u 1 ∧
    rotate zAxis θ u 1 = Real.sin θ * u 0 + Real.cos θ * u 1 ∧
    rotate zAxis θ u 2 = u 2 := by
  have z0 : zAxis 0 = 0 := rfl
  have z1 : zAxis 1 = 0 := rfl
  have z2 : zAxis 2 = 1 := rfl
  have c0 : (zAxis ⨯₃ u) 0 = zAxis 1 * u 2 - zAxis 2 * u 1 := by simp [cross_apply]
  have c1 : (zAxis ⨯₃ u) 1 = zAxis 2 * u 0 - zAxis 0 * u 2 := by simp [cross_apply]
  have c2 : (zAxis ⨯₃ u) 2 = zAxis 0 * u 1 - zAxis 1 * u 0 := by simp [cross_apply]
  refine ⟨?_, ?_, ?_⟩ <;>
    simp only [rotate, Pi.add_apply, Pi.smul_apply, smul_eq_mul, c0, c1, c2, dotProduct,
      Fin.sum_univ_three, z0, z1, z2] <;> ring
```

Every cubic tensor, whatever its three constants, satisfies the hypotheses with a quarter turn about $z$. Here $L=c_{11}$ and $S=c_{44}$, as the definition of $G$ shows directly.

```lean
/-- Every cubic stiffness tensor, with z as axis and a quarter turn as rotation, meets the
hypotheses of `shear_degeneracy`. -/
theorem cubic_witness (c11 c12 c44 : ℝ) :
    MajorSymmetric (cubic c11 c12 c44) ∧ zAxis ⬝ᵥ zAxis = 1 ∧
    (∀ n : ℤ, (n : ℝ) * Real.pi ≠ Real.pi / 2) ∧
    InvariantUnder (cubic c11 c12 c44) (rotate zAxis (Real.pi / 2)) := by
  have dc : ∀ i j, delta i j = delta j i := fun i j => by simp [delta, eq_comm]
  refine ⟨fun i j k l => ?_, ?_, fun n hn => ?_, fun u v w x => ?_⟩
  · simp only [cubic, dc k i, dc l j, dc k j, dc l i]
    ring
  · simp [zAxis, dotProduct, Fin.sum_univ_three]
  · have h := Real.sin_eq_zero_iff.mpr ⟨n, hn⟩
    rw [Real.sin_pi_div_two] at h
    exact one_ne_zero h
  · have h0 := fun a => (rotate_zAxis (Real.pi / 2) a).1
    have h1 := fun a => (rotate_zAxis (Real.pi / 2) a).2.1
    have h2 := fun a => (rotate_zAxis (Real.pi / 2) a).2.2
    simp [tensorForm, cubic, delta, Fin.sum_univ_three, h0, h1, h2]
    ring
```

The tensor `stiffenedXZ` is invariant under the half turn about $z$, which reverses $x$ and $y$. Its extra $xz$ stiffness gives $G(z)$ the eigenvalue 2 along $x$ and 1 along $y$. A twofold axis alone therefore does not force the degeneracy, even with all minor and major symmetries.

```lean
/-- A half turn does not suffice: `stiffenedXZ` has minor and major symmetries and is invariant
under the half turn about z, yet `G(z)` has eigenvalue 2 along x and 1 along y. -/
theorem half_turn_insufficient :
    MinorSymmetric stiffenedXZ ∧ MajorSymmetric stiffenedXZ ∧
    InvariantUnder stiffenedXZ (rotate zAxis Real.pi) ∧
    christoffel stiffenedXZ zAxis *ᵥ ![1, 0, 0] = (2 : ℝ) • ![1, 0, 0] ∧
    christoffel stiffenedXZ zAxis *ᵥ ![0, 1, 0] = (1 : ℝ) • ![0, 1, 0] := by
  have dc : ∀ i j, delta i j = delta j i := fun i j => by simp [delta, eq_comm]
  refine ⟨fun i j k l => ⟨?_, ?_⟩, fun i j k l => ?_, fun u v w x => ?_, ?_, ?_⟩
  · simp only [stiffenedXZ]
    ring
  · simp only [stiffenedXZ]
    ring
  · simp only [stiffenedXZ, dc k i, dc l j, dc k j, dc l i]
    ring
  · have h0 := fun a => (rotate_zAxis Real.pi a).1
    have h1 := fun a => (rotate_zAxis Real.pi a).2.1
    have h2 := fun a => (rotate_zAxis Real.pi a).2.2
    simp [tensorForm, stiffenedXZ, delta, Fin.sum_univ_three, h0, h1, h2]
  · ext i
    fin_cases i <;> simp [christoffel, stiffenedXZ, delta, zAxis, Matrix.mulVec, dotProduct,
      Fin.sum_univ_three]
    norm_num
  · ext i
    fin_cases i <;> simp [christoffel, stiffenedXZ, delta, zAxis, Matrix.mulVec, dotProduct,
      Fin.sum_univ_three]

end

end ShearDegeneracy
```

```lean
#print axioms ShearDegeneracy.christoffel_rotate
#print axioms ShearDegeneracy.shear_degeneracy
#print axioms ShearDegeneracy.half_turn_insufficient
```

```
'ShearDegeneracy.christoffel_rotate' depends on axioms: [propext, Classical.choice, Quot.sound]
'ShearDegeneracy.shear_degeneracy' depends on axioms: [propext, Classical.choice, Quot.sound]
'ShearDegeneracy.half_turn_insufficient' depends on axioms: [propext, Classical.choice, Quot.sound]
```
